# A Hermitian core-space potential for several pseudo-orbitals exists exactly when those of different energy are orthogonal

The added potential acts only in the core space, and a single energy-independent matrix $M$ has to serve every valence state. Let the columns of $C$ be core orbitals and those of $\Psi$ valence orbitals, all orthonormal and all eigenvectors of one Hermitian matrix $H$:

$$HC=CE,\qquad H\Psi=\Psi L,$$

with $E$ and $L$ real and diagonal. A matrix $A$ mixes core orbitals into the valence orbitals. The pseudo-orbitals and the pseudo-Hamiltonian are

$$\Phi=\Psi+CA,\qquad \tilde H=H+CMC^\dagger .$$

For given $A$, a Hermitian $M$ with $\tilde H\Phi=\Phi L$ exists if and only if

$$A^\dagger A\,L=L\,A^\dagger A .$$

Equivalently, pseudo-orbitals with different valence energies are orthogonal. The columns of $A$ may be dependent or zero.

## Non-orthogonal pseudo-orbitals and the standard eigensolver

If all the chosen pseudo-orbitals are to be eigenvectors, at their valence energies, of an $\tilde H$ that is passed to a standard Hermitian eigensolver, this condition has to hold. In this finite, one-electron model with exact core and valence eigenvectors, it can be tested before any potential is built: compute $A^\dagger A$ and look for nonzero elements between states of different energy. If there are any, no Hermitian $M$ reproduces all the chosen pseudo-orbitals at their energies. Ultrasoft and PAW methods work with a generalised eigenproblem, in which orthogonality is defined through an overlap operator.

## From the eigenvalue equation to the commutator

**Reduction to the core space.** Since $C^\dagger C=1$ and $C^\dagger\Psi=0$,

$$CMC^\dagger\Phi=CMA,\qquad H\Phi=\Psi L+CEA,\qquad \Phi L=\Psi L+CAL .$$

The valence parts cancel:

$$\tilde H\Phi-\Phi L=C\,(MA+EA-AL).$$

Multiplication by $C^\dagger$ shows that this vanishes exactly when $(M+E)A=AL$. Each nonzero column of $A$ must therefore be an eigenvector of $M+E$ at its valence energy.

**Necessity.** If $M$ is Hermitian, so is $M+E$, and the adjoint equation is $A^\dagger(M+E)=LA^\dagger$. Hence

$$A^\dagger A\,L=A^\dagger(M+E)A=L\,A^\dagger A .$$

**Sufficiency.** Let $G=A^\dagger A$ commute with $L$. Diagonalise $G$, invert its nonzero eigenvalues and keep the zeros. The resulting $K$ is Hermitian and satisfies $GKG=G$. It is a function of $G$, so it commutes with $L$.

Put $X=KG-1$. Then $A^\dagger AX=GX=0$, so $(AX)^\dagger(AX)=0$ and $AX=0$, which means $AKG=A$. Now take

$$M=A\,LK\,A^\dagger-E .$$

It is Hermitian because $(LK)^\dagger=KL=LK$, and it solves the equation:

$$(M+E)A=ALKG=AKLG=AKGL=AL .$$

If the columns of $A$ are independent, $Gx=0$ implies $Ax=0$ and then $x=0$. So $G$ is invertible and $K=G^{-1}$.

**Orthogonality.** In components, with $l_i$ the diagonal elements of $L$,

$$(GL-LG)_{ij}=G_{ij}(l_j-l_i),$$

so $G$ commutes with $L$ exactly when $G_{ij}=0$ for $l_i\ne l_j$. The cross terms in the overlap vanish, which leaves

$$\Phi^\dagger\Phi=1+G .$$

A pseudo-orbital whose column of $A$ is nonzero is not normalised. For $i\ne j$ their normalised overlap is $G_{ij}/\sqrt{(1+G_{ii})(1+G_{jj})}$.

Finally, $M=C^\dagger(\tilde H-H)C$, so for Hermitian $H$ the matrices $\tilde H$ and $M$ are Hermitian together.

## Lean definitions and proofs

```lean
import Mathlib

open Matrix
open scoped ComplexOrder

namespace HermitianPseudopotential

noncomputable section

variable {n c v : Type*} [Fintype n] [Fintype c] [Fintype v] [DecidableEq c] [DecidableEq v]

/-- The diagonal matrix of a list of real orbital energies. -/
def energies {k : Type*} [DecidableEq k] (e : k → ℝ) : Matrix k k ℂ :=
  diagonal fun i => (e i : ℂ)

/-- Pseudo-orbitals: valence orbitals `Psi` with core orbitals `C` mixed in with weights `A`. -/
def pseudoOrbitals (C : Matrix n c ℂ) (Psi : Matrix n v ℂ) (A : Matrix c v ℂ) : Matrix n v ℂ :=
  Psi + C * A

/-- The Hamiltonian `H` with an added potential that acts in the core space through `M`. -/
def pseudoHamiltonian (H : Matrix n n ℂ) (C : Matrix n c ℂ) (M : Matrix c c ℂ) : Matrix n n ℂ :=
  H + C * M * Cᴴ

/-- A diagonal matrix of real energies is Hermitian. -/
theorem energies_isHermitian {k : Type*} [DecidableEq k] (e : k → ℝ) :
    (energies e).IsHermitian := by
  unfold Matrix.IsHermitian energies
  rw [diagonal_conjTranspose]
  congr 1
  funext i
  simp

/-- The pseudo-orbitals solve the pseudo-Hamiltonian with the valence energies exactly when
`M A = A L - E A` holds in the core space. -/
theorem pseudo_equation_iff {H : Matrix n n ℂ} {C : Matrix n c ℂ} {Psi : Matrix n v ℂ}
    {e : c → ℝ} {l : v → ℝ} (hCC : Cᴴ * C = 1) (hCP : Cᴴ * Psi = 0)
    (hHC : H * C = C * energies e) (hHP : H * Psi = Psi * energies l)
    (A : Matrix c v ℂ) (M : Matrix c c ℂ) :
    pseudoHamiltonian H C M * pseudoOrbitals C Psi A = pseudoOrbitals C Psi A * energies l ↔
      M * A = A * energies l - energies e * A := by
  have h1 : C * M * Cᴴ * (Psi + C * A) = C * (M * A) := by
    rw [Matrix.mul_add, Matrix.mul_assoc (C * M) Cᴴ Psi, hCP, Matrix.mul_zero, zero_add,
      ← Matrix.mul_assoc (C * M * Cᴴ) C A, Matrix.mul_assoc (C * M) Cᴴ C, hCC,
      Matrix.mul_one, Matrix.mul_assoc]
  have h2 : H * (Psi + C * A) = Psi * energies l + C * (energies e * A) := by
    rw [Matrix.mul_add, hHP, ← Matrix.mul_assoc H, hHC, Matrix.mul_assoc]
  -- the residual lies in the core space
  have key : pseudoHamiltonian H C M * pseudoOrbitals C Psi A
      - pseudoOrbitals C Psi A * energies l
      = C * (M * A - (A * energies l - energies e * A)) := by
    unfold pseudoHamiltonian pseudoOrbitals
    rw [Matrix.add_mul, h1, h2, Matrix.add_mul, Matrix.mul_assoc C A, Matrix.mul_sub,
      Matrix.mul_sub]
    abel
  rw [← sub_eq_zero, key, ← sub_eq_zero (a := M * A)]
  constructor
  · intro h
    have h3 := congrArg (fun X => Cᴴ * X) h
    simpa only [← Matrix.mul_assoc, hCC, Matrix.one_mul, Matrix.mul_zero] using h3
  · intro h
    rw [h, Matrix.mul_zero]

/-- If `AᴴA` and a Hermitian `K` both commute with the valence energies and `A K AᴴA = A`, then `A L
K Aᴴ - E` is Hermitian and solves the core-space equation. -/
theorem core_solution {A : Matrix c v ℂ} {K : Matrix v v ℂ} (e : c → ℝ) {l : v → ℝ}
    (hK : K.IsHermitian) (hKL : K * energies l = energies l * K)
    (hG : Aᴴ * A * energies l = energies l * (Aᴴ * A)) (hA : A * (K * (Aᴴ * A)) = A) :
    (A * (energies l * K) * Aᴴ - energies e).IsHermitian ∧
      (A * (energies l * K) * Aᴴ - energies e) * A = A * energies l - energies e * A := by
  constructor
  · have h : (A * (energies l * K) * Aᴴ).IsHermitian := by
      unfold Matrix.IsHermitian
      rw [conjTranspose_mul, conjTranspose_mul, conjTranspose_mul, conjTranspose_conjTranspose,
        hK.eq, (energies_isHermitian l).eq, hKL, Matrix.mul_assoc A]
    exact h.sub (energies_isHermitian e)
  · rw [Matrix.sub_mul]
    congr 1
    calc A * (energies l * K) * Aᴴ * A = A * (K * energies l) * Aᴴ * A := by rw [hKL]
      _ = A * (K * (energies l * (Aᴴ * A))) := by simp only [Matrix.mul_assoc]
      _ = A * (K * (Aᴴ * A * energies l)) := by rw [hG]
      _ = A * (K * (Aᴴ * A)) * energies l := by simp only [Matrix.mul_assoc]
      _ = A * energies l := by rw [hA]

/-- A Hermitian core-space matrix `M` for which all pseudo-orbitals keep their valence energies
exists if and only if `AᴴA` commutes with the matrix of valence energies. -/
theorem exists_hermitian_iff_commute {H : Matrix n n ℂ} {C : Matrix n c ℂ} {Psi : Matrix n v ℂ}
    {e : c → ℝ} {l : v → ℝ} (hCC : Cᴴ * C = 1) (hCP : Cᴴ * Psi = 0)
    (hHC : H * C = C * energies e) (hHP : H * Psi = Psi * energies l) (A : Matrix c v ℂ) :
    (∃ M : Matrix c c ℂ, M.IsHermitian ∧
      pseudoHamiltonian H C M * pseudoOrbitals C Psi A = pseudoOrbitals C Psi A * energies l) ↔
      Aᴴ * A * energies l = energies l * (Aᴴ * A) := by
  simp only [pseudo_equation_iff hCC hCP hHC hHP]
  constructor
  · rintro ⟨M, hM, h⟩
    have h1 : (M + energies e) * A = A * energies l := by
      rw [Matrix.add_mul, h, sub_add_cancel]
    -- the adjoint equation moves the energies to the left
    have h2 : Aᴴ * (M + energies e) = energies l * Aᴴ := by
      have h3 := congrArg conjTranspose h1
      rwa [conjTranspose_mul, conjTranspose_mul, (hM.add (energies_isHermitian e)).eq,
        (energies_isHermitian l).eq] at h3
    rw [Matrix.mul_assoc, ← h1, ← Matrix.mul_assoc, h2, Matrix.mul_assoc]
  · intro hG
    have hs : IsSelfAdjoint (Aᴴ * A) := isHermitian_conjTranspose_mul_self A
    have hc : ∀ f : ℝ → ℝ, ContinuousOn f (spectrum ℝ (Aᴴ * A)) :=
      fun f => Set.Finite.continuousOn Matrix.finite_real_spectrum f
    -- generalized inverse: invert the nonzero eigenvalues of `AᴴA`
    let K : Matrix v v ℂ := cfc (fun x : ℝ => x⁻¹) (Aᴴ * A)
    have hK : IsSelfAdjoint K := cfc_predicate _ _
    have hKL : K * energies l = energies l * K := (hs.commute_cfc hG _).eq
    have hGKG : Aᴴ * A * K * (Aᴴ * A) = Aᴴ * A := by
      have h1 : cfc (fun x : ℝ => id x * x⁻¹ * id x) (Aᴴ * A)
          = cfc (id : ℝ → ℝ) (Aᴴ * A) := by
        congr 1
        funext x
        by_cases hx : x = 0 <;> simp [hx]
      rw [cfc_mul _ _ _ (hc _) (hc _), cfc_mul _ _ _ (hc _) (hc _), cfc_id ℝ (Aᴴ * A) hs] at h1
      exact h1
    have hA : A * (K * (Aᴴ * A)) = A := by
      have h0 : Aᴴ * A * (K * (Aᴴ * A) - 1) = 0 := by
        rw [Matrix.mul_sub, ← Matrix.mul_assoc (Aᴴ * A) K, hGKG, Matrix.mul_one, sub_self]
      rw [conjTranspose_mul_self_mul_eq_zero, Matrix.mul_sub, Matrix.mul_one, sub_eq_zero] at h0
      exact h0
    exact ⟨_, core_solution e hK hKL hG hA⟩

/-- If the columns of `A` are independent and `AᴴA` commutes with the valence energies, then
`A L (AᴴA)⁻¹ Aᴴ - E` is Hermitian and solves the core-space equation. -/
theorem explicit_potential {A : Matrix c v ℂ} (e : c → ℝ) {l : v → ℝ}
    (hA : Function.Injective A.mulVec)
    (hG : Aᴴ * A * energies l = energies l * (Aᴴ * A)) :
    (A * (energies l * (Aᴴ * A)⁻¹) * Aᴴ - energies e).IsHermitian ∧
      (A * (energies l * (Aᴴ * A)⁻¹) * Aᴴ - energies e) * A
        = A * energies l - energies e * A := by
  have hu : IsUnit (Aᴴ * A).det := by
    rw [← Matrix.isUnit_iff_isUnit_det, ← Matrix.mulVec_injective_iff_isUnit]
    intro x y hxy
    have h : (Aᴴ * A) *ᵥ (x - y) = 0 := by
      rw [Matrix.mulVec_sub]
      exact sub_eq_zero.2 hxy
    rw [conjTranspose_mul_self_mulVec_eq_zero, Matrix.mulVec_sub, sub_eq_zero] at h
    exact hA h
  have h1 := Matrix.nonsing_inv_mul _ hu
  have h2 := Matrix.mul_nonsing_inv _ hu
  refine core_solution e (isHermitian_conjTranspose_mul_self A).inv ?_ hG ?_
  · calc (Aᴴ * A)⁻¹ * energies l
        = (Aᴴ * A)⁻¹ * (energies l * (Aᴴ * A)) * (Aᴴ * A)⁻¹ := by
          rw [Matrix.mul_assoc, Matrix.mul_assoc (energies l), h2, Matrix.mul_one]
      _ = energies l * (Aᴴ * A)⁻¹ := by
          rw [← hG, ← Matrix.mul_assoc, h1, Matrix.one_mul]
  · rw [h1, Matrix.mul_one]

/-- A matrix commutes with the diagonal energy matrix exactly when it does not couple states
of different energy. -/
theorem commute_energies_iff (G : Matrix v v ℂ) (l : v → ℝ) :
    G * energies l = energies l * G ↔ ∀ i j, l i ≠ l j → G i j = 0 := by
  constructor
  · intro h i j hij
    have h1 := congrFun (congrFun h i) j
    simp only [energies, mul_diagonal, diagonal_mul] at h1
    have h2 : ((l i : ℂ) - l j) * G i j = 0 := by linear_combination -h1
    exact (mul_eq_zero.1 h2).resolve_left (sub_ne_zero.2 (by exact_mod_cast hij))
  · intro h
    ext i j
    simp only [energies, mul_diagonal, diagonal_mul]
    by_cases hij : l i = l j
    · rw [hij]; ring
    · rw [h i j hij]; ring

/-- For Hermitian `H` and orthonormal core and valence eigenvectors of `H`, a Hermitian
pseudo-Hamiltonian with the prescribed pseudo-orbitals and valence energies exists if and only if
pseudo-orbitals of different energy are orthogonal. -/
theorem exists_iff_orthogonal {H : Matrix n n ℂ} {C : Matrix n c ℂ} {Psi : Matrix n v ℂ}
    {e : c → ℝ} {l : v → ℝ} (hH : H.IsHermitian) (hCC : Cᴴ * C = 1) (hPP : Psiᴴ * Psi = 1)
    (hCP : Cᴴ * Psi = 0) (hHC : H * C = C * energies e) (hHP : H * Psi = Psi * energies l)
    (A : Matrix c v ℂ) :
    (∃ M : Matrix c c ℂ, (pseudoHamiltonian H C M).IsHermitian ∧
      pseudoHamiltonian H C M * pseudoOrbitals C Psi A = pseudoOrbitals C Psi A * energies l) ↔
      ∀ i j, l i ≠ l j → ((pseudoOrbitals C Psi A)ᴴ * pseudoOrbitals C Psi A) i j = 0 := by
  have hM : ∀ M : Matrix c c ℂ, (pseudoHamiltonian H C M).IsHermitian ↔ M.IsHermitian := by
    intro M
    constructor
    · intro h
      have h1 : Cᴴ * (pseudoHamiltonian H C M - H) * C = M := by
        rw [pseudoHamiltonian, add_sub_cancel_left]
        calc Cᴴ * (C * M * Cᴴ) * C = (Cᴴ * C) * M * (Cᴴ * C) := by
              simp only [Matrix.mul_assoc]
          _ = M := by rw [hCC, Matrix.one_mul, Matrix.mul_one]
      rw [← h1]
      exact isHermitian_conjTranspose_mul_mul C (h.sub hH)
    · intro h
      exact hH.add (isHermitian_mul_mul_conjTranspose C h)
  -- the overlap matrix of the pseudo-orbitals
  have hPC : Psiᴴ * C = 0 := by
    have h := congrArg conjTranspose hCP
    rwa [conjTranspose_mul, conjTranspose_conjTranspose, conjTranspose_zero] at h
  have hS : (pseudoOrbitals C Psi A)ᴴ * pseudoOrbitals C Psi A = 1 + Aᴴ * A := by
    rw [pseudoOrbitals, conjTranspose_add, conjTranspose_mul, Matrix.add_mul, Matrix.mul_add,
      Matrix.mul_add, hPP, ← Matrix.mul_assoc Psiᴴ, hPC, Matrix.zero_mul, add_zero,
      Matrix.mul_assoc Aᴴ Cᴴ Psi, hCP, Matrix.mul_zero, zero_add, Matrix.mul_assoc Aᴴ Cᴴ,
      ← Matrix.mul_assoc Cᴴ C A, hCC, Matrix.one_mul]
  simp only [hM]
  rw [exists_hermitian_iff_commute hCC hCP hHC hHP, ← commute_energies_iff, hS,
    Matrix.add_mul, Matrix.mul_add, Matrix.one_mul, Matrix.mul_one, add_right_inj]

/-- Let the two valence energies differ. The block-diagonal Hamiltonian with two core and two
valence basis states meets all hypotheses of `exists_iff_orthogonal`; `AᴴA` commutes with the
valence energies for `A = !![1, 1; 1, -1]`, and for `A = !![1, 1; 0, 1]` it does not. -/
theorem block_model_witness (e l : Fin 2 → ℝ) (hl : l 0 ≠ l 1) :
    let H := fromBlocks (energies e) 0 0 (energies l)
    let C : Matrix (Fin 2 ⊕ Fin 2) (Fin 2) ℂ := fromRows 1 0
    let Psi : Matrix (Fin 2 ⊕ Fin 2) (Fin 2) ℂ := fromRows 0 1
    let A : Matrix (Fin 2) (Fin 2) ℂ := !![1, 1; 1, -1]
    let B : Matrix (Fin 2) (Fin 2) ℂ := !![1, 1; 0, 1]
    (H.IsHermitian ∧ Cᴴ * C = 1 ∧ Psiᴴ * Psi = 1 ∧ Cᴴ * Psi = 0 ∧
      H * C = C * energies e ∧ H * Psi = Psi * energies l) ∧
      Aᴴ * A * energies l = energies l * (Aᴴ * A) ∧
      Bᴴ * B * energies l ≠ energies l * (Bᴴ * B) := by
  intro H C Psi A B
  refine ⟨⟨?_, ?_, ?_, ?_, ?_, ?_⟩, ?_, ?_⟩
  · exact (energies_isHermitian e).fromBlocks (by simp) (energies_isHermitian l)
  · simp [C, conjTranspose_fromRows_eq_fromCols_conjTranspose, fromCols_mul_fromRows]
  · simp [Psi, conjTranspose_fromRows_eq_fromCols_conjTranspose, fromCols_mul_fromRows]
  · simp [C, Psi, conjTranspose_fromRows_eq_fromCols_conjTranspose, fromCols_mul_fromRows]
  · simp [H, C, fromBlocks_mul_fromRows, fromRows_mul]
  · simp [H, Psi, fromBlocks_mul_fromRows, fromRows_mul]
  · rw [commute_energies_iff]
    intro i j hij
    fin_cases i <;> fin_cases j <;> simp_all [A, Matrix.mul_apply, Fin.sum_univ_succ]
  · intro h
    have h1 := (commute_energies_iff _ l).1 h 0 1 hl
    simp [B, Matrix.mul_apply, Fin.sum_univ_succ] at h1

end

end HermitianPseudopotential
```

```lean
#print axioms HermitianPseudopotential.explicit_potential
#print axioms HermitianPseudopotential.exists_iff_orthogonal
```

```
'HermitianPseudopotential.explicit_potential' depends on axioms: [propext, Classical.choice, Quot.sound]
'HermitianPseudopotential.exists_iff_orthogonal' depends on axioms: [propext, Classical.choice, Quot.sound]
```

## Hypotheses, proof steps and the remaining spectrum

The finite types `n`, `c` and `v` label basis functions, core states and valence states. The functions `e` and `l` hold the real core and valence energies, and `energies` turns them into $E$ and $L$. The basis is orthonormal, so `ᴴ` is the ordinary conjugate transpose and no basis overlap matrix appears.

`exists_hermitian_iff_commute` is the commutator criterion. It assumes `hCC`, `hCP` and the two eigenvalue equations, but neither that $H$ is Hermitian nor that the columns of $\Psi$ are orthonormal. `exists_iff_orthogonal` adds both assumptions, as `hH` and `hPP`, and asks for a Hermitian $\tilde H$.

The proofs follow the derivation:

- `pseudo_equation_iff` computes the residual in `key` and removes the factor $C$ by multiplying with $C^\dagger$.
- `core_solution` checks the formula for $M$, given a suitable $K$. Its `calc` block is the chain ending in $AL$.
- `exists_hermitian_iff_commute` takes the adjoint in `h2` for necessity. For sufficiency it builds $K$ with the functional calculus `cfc` applied to `x⁻¹`. Lean sets $0^{-1}=0$, which is the treatment of zero eigenvalues needed here. `commute_cfc` gives commutation with $L$.
- `explicit_potential` uses independence of the columns, stated as injectivity of `A.mulVec`, to replace $K$ by $G^{-1}$.
- `commute_energies_iff` is the componentwise criterion. `exists_iff_orthogonal` combines it with the overlap formula `hS`.

`block_model_witness` gives a model with two core and two valence states that meets all the hypotheses, with $l_0\ne l_1$. For `!![1, 1; 1, -1]`, $G=2\cdot 1$ and the pseudo-orbitals are orthogonal. The explicit formula becomes

$$M=\frac12\begin{pmatrix}l_0+l_1&l_0-l_1\\ l_0-l_1&l_0+l_1\end{pmatrix}-E .$$

For `!![1, 1; 0, 1]`, the normalised overlap is $1/\sqrt6$ and the commutator condition fails.

The eigenvalue equations assume that core and valence orbitals belong to the same fixed one-electron Hamiltonian. Self-consistent updates of $H$, approximate orbitals and transfer to another atomic environment are not covered. Nor do the theorems claim that $M$ is unique, or bound the error when the commutator is merely small.

They also leave the rest of the spectrum open, and this matters in a code. Because $C^\dagger\Psi=0$, the original valence orbitals remain eigenvectors of $\tilde H$, and every nonzero column of $CA$ is a further eigenvector at the same valence energy. An eigensolver can therefore return any combination within that degenerate space, and the chosen pseudo-orbital is only one of them.
